# Raising the strength of one PAW projector at fixed H never lowers a negative lowest level or raises a positive one

Take a single basis state, a real energy h and a nonzero projector amplitude p. If 1 + q|p|² ≠ 0, the generalized eigenvalue problem h x = e (1 + q|p|²) x has one level,

e = h / (1 + q|p|²).

As long as the denominator is positive, raising q moves e towards zero: up if h < 0, down if h > 0. Projector strength changes the norm that divides the energy, so the direction of the shift depends on the energy's sign. For a Hermitian H in any finite, nonempty basis, as long as the overlap stays positive definite, raising q likewise never moves the lowest level away from zero, though the level may stay put.

## A fixed H and one projector in a finite orthonormal basis

The matrix H acts on vectors indexed by the finite type `n`, and p is now a vector. The overlap is

S(q) = 1 + q pp*.

In PAW, q stands for the squared norm of an all-electron partial wave minus that of its pseudo partner, both taken inside the augmentation sphere. H stays fixed while q varies. In a real PAW dataset the two usually change together, so the result isolates the response to the overlap term alone, for one projector.

In Lean 4 with Mathlib:

```lean
import Mathlib

open Matrix
open scoped ComplexOrder

namespace PAWProjectorStrength

noncomputable section

variable {n : Type*} [Fintype n] [DecidableEq n]
```

`sqNorm x` is ‖x‖², and `expect A x` is the real part of ⟨x, Ax⟩.

```lean
/-- The squared norm of a complex vector. -/
def sqNorm (x : n → ℂ) : ℝ := ∑ i, ‖x i‖ ^ 2

/-- The real part of the quadratic form `⟨x, A x⟩`. -/
def expect (A : Matrix n n ℂ) (x : n → ℂ) : ℝ := (star x ⬝ᵥ A *ᵥ x).re

/-- The PAW overlap operator `1 + q p p*` with one projector `p` of strength `q`. -/
def overlap (p : n → ℂ) (q : ℝ) : Matrix n n ℂ :=
  1 + (q : ℂ) • vecMulVec p (star p)
```

A level is a real e with Hx = eSx for some nonzero x; with S = 1 it is an ordinary eigenvalue. `lowestLevel H p q`, written E(q) below, is the infimum of the levels.

```lean
/-- The real number `e` is a generalized eigenvalue: `H x = e S x` for some nonzero `x`. -/
def IsLevel (H S : Matrix n n ℂ) (e : ℝ) : Prop :=
  ∃ x : n → ℂ, x ≠ 0 ∧ H *ᵥ x = (e : ℂ) • (S *ᵥ x)

/-- The infimum of the real generalized eigenvalues of `H x = e (1 + q p p*) x`. -/
def lowestLevel (H : Matrix n n ℂ) (p : n → ℂ) (q : ℝ) : ℝ :=
  sInf {e | IsLevel H (overlap p q) e}

/-- The projector strengths `q` with `1 + q ‖p‖² > 0`. -/
def admissible (p : n → ℂ) : Set ℝ := {q | 0 < 1 + q * sqNorm p}
```

## Admissible strength: the PAW norm stays positive

The condition 1 + q‖p‖² > 0 says that every nonzero pseudo state represents a state of positive norm. Since (pp*)x = (p*x)p,

⟨x, S(q)x⟩ = ‖x‖² + q|p*x|².

For q ≥ 0 this is positive when x ≠ 0. For q < 0, Cauchy–Schwarz, |p*x|² ≤ ‖p‖²‖x‖², gives

⟨x, S(q)x⟩ ≥ (1 + q‖p‖²)‖x‖² > 0.

Conversely, if p ≠ 0, the choice x = p gives ‖p‖²(1 + q‖p‖²) > 0, which forces admissibility. If p = 0, every q is admissible.

Three short lemmas come first; the last takes the expectation value of the eigenvector equation.

```lean
omit [DecidableEq n] in
/-- A nonzero vector has positive squared norm. -/
lemma sqNorm_pos {x : n → ℂ} (hx : x ≠ 0) : 0 < sqNorm x := by
  obtain ⟨i, hi⟩ := Function.ne_iff.mp hx
  have h : 0 < ‖x i‖ := norm_pos_iff.mpr hi
  exact Finset.sum_pos' (fun _ _ => by positivity) ⟨i, Finset.mem_univ i, by positivity⟩

omit [DecidableEq n] in
/-- The inner product of a vector with itself is its squared norm. -/
lemma dot_self (x : n → ℂ) : star x ⬝ᵥ x = (sqNorm x : ℂ) := by
  simp only [dotProduct, sqNorm, Complex.ofReal_sum]
  refine Finset.sum_congr rfl fun i _ => ?_
  rw [Complex.sq_norm, Complex.normSq_eq_conj_mul_self]
  rfl

omit [DecidableEq n] in
/-- A solution of `H x = e S x` has `⟨x, H x⟩ = e ⟨x, S x⟩` (real parts). -/
lemma expect_of_level {H S : Matrix n n ℂ} {e : ℝ} {x : n → ℂ}
    (h : H *ᵥ x = (e : ℂ) • (S *ᵥ x)) : expect H x = e * expect S x := by
  unfold expect
  rw [h, dotProduct_smul, smul_eq_mul, Complex.re_ofReal_mul]
```

`expect_overlap` is the norm formula, and `overlap_pos_iff` follows the argument above, with the same split on the sign of q.

```lean
/-- The PAW norm of a state is `‖x‖² + q |⟨p, x⟩|²`. -/
theorem expect_overlap (p : n → ℂ) (q : ℝ) (x : n → ℂ) :
    expect (overlap p q) x = sqNorm x + q * ‖star p ⬝ᵥ x‖ ^ 2 := by
  have h1 : vecMulVec p (star p) *ᵥ x = (star p ⬝ᵥ x) • p := by
    ext i
    simp only [Matrix.mulVec, dotProduct, vecMulVec_apply, Pi.smul_apply, smul_eq_mul,
      Finset.sum_mul]
    exact Finset.sum_congr rfl fun j _ => by ring
  have h2 : star x ⬝ᵥ p = star (star p ⬝ᵥ x) := Matrix.star_dotProduct x p
  have h3 : ∀ z : ℂ, z * star z = ((‖z‖ ^ 2 : ℝ) : ℂ) := fun z => by
    rw [Complex.sq_norm, ← Complex.mul_conj]
    rfl
  unfold expect overlap
  rw [Matrix.add_mulVec, Matrix.one_mulVec, Matrix.smul_mulVec, h1, dotProduct_add,
    dotProduct_smul, dotProduct_smul, h2, smul_eq_mul, smul_eq_mul, h3, dot_self,
    Complex.add_re, Complex.re_ofReal_mul, Complex.ofReal_re, Complex.ofReal_re]

/-- The PAW norm is positive on all nonzero states exactly when `q` is admissible. -/
theorem overlap_pos_iff (p : n → ℂ) (q : ℝ) :
    (∀ x : n → ℂ, x ≠ 0 → 0 < expect (overlap p q) x) ↔ q ∈ admissible p := by
  change _ ↔ 0 < 1 + q * sqNorm p
  constructor
  · intro h
    by_cases hp : p = 0
    · simp [hp, sqNorm]
    · have h1 := h p hp
      rw [expect_overlap, dot_self, Complex.norm_real, Real.norm_eq_abs, sq_abs] at h1
      exact (mul_pos_iff_of_pos_left (sqNorm_pos hp)).mp (by nlinarith [h1])
  · intro h x hx
    have hN := sqNorm_pos hx
    -- Cauchy-Schwarz for the projector amplitude
    have hcs : ‖star p ⬝ᵥ x‖ ^ 2 ≤ sqNorm p * sqNorm x := by
      have h1 : ‖star p ⬝ᵥ x‖ ≤ ∑ i, ‖p i‖ * ‖x i‖ := by
        refine (norm_sum_le _ _).trans (le_of_eq ?_)
        exact Finset.sum_congr rfl fun i _ => by rw [norm_mul, Pi.star_apply, norm_star]
      exact (pow_le_pow_left₀ (norm_nonneg _) h1 2).trans
        (Finset.sum_mul_sq_le_sq_mul_sq _ _ _)
    rw [expect_overlap]
    rcases le_total 0 q with hq | hq
    · positivity
    · have h1 := mul_le_mul_of_nonpos_left hcs hq
      have h2 := mul_pos h hN
      nlinarith [h1, h2]
```

The hypothesis p ≠ 0 is used only to rewrite admissibility as q > −1/‖p‖².

```lean
omit [DecidableEq n] in
/-- For a nonzero projector the admissible strengths are those with `q > -1/‖p‖²`. -/
theorem mem_admissible_iff {p : n → ℂ} (hp : p ≠ 0) (q : ℝ) :
    q ∈ admissible p ↔ -1 / sqNorm p < q := by
  rw [div_lt_iff₀ (sqNorm_pos hp)]
  change 0 < 1 + q * sqNorm p ↔ _
  constructor <;> intro h <;> linarith
```

If 1 + q|p|² < 0 in the one-state case, a negative h gives a positive level, and raising q moves it away from zero as long as the denominator stays negative. At equality, a nonzero h has no level.

## Hermitian H: a lowest level exists and is variational

Hermiticity makes energy expectation values real. `[Nonempty n]` asks for at least one basis state; an empty basis has no levels.

Let q be admissible and write S = S(q). The quotient ⟨x, Hx⟩/⟨x, Sx⟩ is continuous on a compact unit sphere, so it has a minimum e at some x. It is unchanged by rescaling x, hence for every y

e⟨y, Sy⟩ ≤ ⟨y, Hy⟩.

So A = H − eS is positive semidefinite, and ⟨x, Ax⟩ = 0. For real t and any y,

0 ≤ ⟨x + ty, A(x + ty)⟩ = 2t Re⟨y, Ax⟩ + t²⟨y, Ay⟩.

Both signs of small t force Re⟨y, Ax⟩ = 0, and y = Ax gives Ax = 0. Thus e is a level. If e′ is another, with vector y, then e′⟨y, Sy⟩ = ⟨y, Hy⟩ ≥ e⟨y, Sy⟩, so e′ ≥ e.

In the proof, `hvar` is the variational inequality, `hP` the semidefiniteness and `h0` the vanishing expectation value; Mathlib's `dotProduct_mulVec_zero_iff` then supplies Ax = 0.

```lean
omit [DecidableEq n] in
/-- In a nonempty basis, for Hermitian `H` and `S`, with `S` positive on nonzero states, some
generalized eigenvalue `e` satisfies `e ⟨y, S y⟩ ≤ ⟨y, H y⟩` for every trial state `y`. -/
theorem exists_variational_level [Nonempty n] {H S : Matrix n n ℂ} (hH : H.IsHermitian)
    (hS : S.IsHermitian) (hpos : ∀ x : n → ℂ, x ≠ 0 → 0 < expect S x) :
    ∃ e : ℝ, IsLevel H S e ∧ ∀ y, e * expect S y ≤ expect H y := by
  have hcont : ∀ A : Matrix n n ℂ, Continuous (expect A) := fun A => by
    unfold expect
    simp only [dotProduct, Matrix.mulVec, Pi.star_apply]
    fun_prop
  have hne : ∀ x ∈ Metric.sphere (0 : n → ℂ) 1, x ≠ 0 := by
    rintro x hx rfl
    simp at hx
  -- the Rayleigh quotient attains its minimum on the compact unit sphere
  obtain ⟨x, hx, hmin⟩ := (isCompact_sphere (0 : n → ℂ) 1).exists_isMinOn
    (NormedSpace.sphere_nonempty.2 zero_le_one)
    (f := fun x => expect H x / expect S x)
    ((hcont H).continuousOn.div (hcont S).continuousOn fun x hx => (hpos x (hne x hx)).ne')
  have hx0 := hne x hx
  obtain ⟨e, he⟩ : ∃ e, e = expect H x / expect S x := ⟨_, rfl⟩
  have hscale : ∀ (A : Matrix n n ℂ) (c : ℝ) (y : n → ℂ),
      expect A ((c : ℂ) • y) = c ^ 2 * expect A y := fun A c y => by
    simp only [expect, star_smul, Matrix.mulVec_smul, smul_dotProduct, dotProduct_smul,
      smul_eq_mul, Complex.star_def, Complex.conj_ofReal, Complex.re_ofReal_mul]
    ring
  have hvar : ∀ y, e * expect S y ≤ expect H y := by
    intro y
    by_cases hy : y = 0
    · simp [hy, expect]
    · have hn : 0 < ‖y‖ := norm_pos_iff.mpr hy
      have hm : ((‖y‖⁻¹ : ℝ) : ℂ) • y ∈ Metric.sphere (0 : n → ℂ) 1 := by
        rw [mem_sphere_zero_iff_norm, norm_smul, Complex.norm_real,
          Real.norm_of_nonneg (inv_nonneg.2 hn.le), inv_mul_cancel₀ hn.ne']
      have h := isMinOn_iff.mp hmin _ hm
      simp only [hscale] at h
      rw [mul_div_mul_left _ _ (pow_pos (inv_pos.2 hn) 2).ne', ← he,
        le_div_iff₀ (hpos y hy)] at h
      exact h
  -- H - e S is positive semidefinite and has zero expectation at the minimizer
  have hA : (H - (e : ℂ) • S).IsHermitian := by
    change (H - (e : ℂ) • S)ᴴ = _
    rw [conjTranspose_sub, conjTranspose_smul, hH.eq, hS.eq, Complex.star_def,
      Complex.conj_ofReal]
  have hre : ∀ y, (star y ⬝ᵥ (H - (e : ℂ) • S) *ᵥ y).re = expect H y - e * expect S y :=
    fun y => by
      simp only [expect, Matrix.sub_mulVec, Matrix.smul_mulVec, dotProduct_sub,
        dotProduct_smul, smul_eq_mul, Complex.sub_re, Complex.re_ofReal_mul]
  have him : ∀ y, (star y ⬝ᵥ (H - (e : ℂ) • S) *ᵥ y).im = 0 := fun y => by
    have h : star y ⬝ᵥ (H - (e : ℂ) • S) *ᵥ y
        = star (star y ⬝ᵥ (H - (e : ℂ) • S) *ᵥ y) := by
      conv_lhs => rw [Matrix.star_dotProduct, Matrix.star_mulVec, hA.eq,
        ← Matrix.dotProduct_mulVec]
    exact Complex.conj_eq_iff_im.mp h.symm
  have hP : (H - (e : ℂ) • S).PosSemidef :=
    PosSemidef.of_dotProduct_mulVec_nonneg hA fun y =>
      Complex.le_def.mpr ⟨(sub_nonneg.2 (hvar y)).trans_eq (hre y).symm, (him y).symm⟩
  have h0 : star x ⬝ᵥ (H - (e : ℂ) • S) *ᵥ x = 0 := by
    refine Complex.ext ?_ (him x)
    rw [hre, he, div_mul_cancel₀ _ (hpos x hx0).ne', sub_self, Complex.zero_re]
  have hk := (hP.dotProduct_mulVec_zero_iff x).mp h0
  rw [Matrix.sub_mulVec, Matrix.smul_mulVec, sub_eq_zero] at hk
  exact ⟨e, ⟨x, hx0, hk⟩, hvar⟩
```

`lowestLevel_spec` applies this to S(q) and identifies e with the infimum, so E(q) is an actual level.

```lean
/-- In a nonempty basis, for Hermitian `H` and admissible `q`, the lowest level is attained and
obeys the variational principle. -/
theorem lowestLevel_spec [Nonempty n] {H : Matrix n n ℂ} (hH : H.IsHermitian)
    {p : n → ℂ} {q : ℝ} (hq : q ∈ admissible p) :
    IsLeast {e | IsLevel H (overlap p q) e} (lowestLevel H p q) ∧
      ∀ y, lowestLevel H p q * expect (overlap p q) y ≤ expect H y := by
  have hpos := (overlap_pos_iff p q).2 hq
  have hS : (overlap p q).IsHermitian := by
    have h : (vecMulVec p (star p))ᴴ = vecMulVec p (star p) := by
      ext i j
      simp [vecMulVec_apply, mul_comm]
    change (1 + (q : ℂ) • vecMulVec p (star p))ᴴ = 1 + (q : ℂ) • vecMulVec p (star p)
    rw [conjTranspose_add, conjTranspose_one, conjTranspose_smul, h, Complex.star_def,
      Complex.conj_ofReal]
  obtain ⟨e, hl, hv⟩ := exists_variational_level hH hS hpos
  have hleast : IsLeast {e | IsLevel H (overlap p q) e} e := by
    refine ⟨hl, ?_⟩
    rintro e' ⟨y, hy, h⟩
    have h1 := hv y
    rw [expect_of_level h] at h1
    exact le_of_mul_le_mul_right h1 (hpos y hy)
  have heq : lowestLevel H p q = e := hleast.csInf_eq
  rw [heq]
  exact ⟨hleast, hv⟩
```

For a general complex matrix a real level need not exist: the 1×1 matrix H = i has none at any admissible q.

## Ground-state overlap with the projector: when the shift is strict

Let x solve the problem at strength r with energy E(r), and use it as a trial state at an admissible q:

E(q)⟨x, S(q)x⟩ ≤ ⟨x, Hx⟩ = E(r)⟨x, S(r)x⟩.

Subtracting E(r)⟨x, S(q)x⟩ from both sides leaves

(E(q) − E(r))⟨x, S(q)x⟩ ≤ E(r)(r − q)|p*x|².

```lean
/-- For Hermitian `H` and admissible `q`, a state `x` solving the problem at strength `r` with
energy `E(r)` gives `(E(q) - E(r)) ⟨x, S(q) x⟩ ≤ E(r) (r - q) |⟨p, x⟩|²`. -/
theorem level_shift_bound [Nonempty n] {H : Matrix n n ℂ} (hH : H.IsHermitian)
    {p : n → ℂ} {q r : ℝ} (hq : q ∈ admissible p) {x : n → ℂ}
    (hx : H *ᵥ x = (lowestLevel H p r : ℂ) • (overlap p r *ᵥ x)) :
    (lowestLevel H p q - lowestLevel H p r) * expect (overlap p q) x
      ≤ lowestLevel H p r * (r - q) * ‖star p ⬝ᵥ x‖ ^ 2 := by
  have h := (lowestLevel_spec hH hq).2 x
  rw [expect_of_level hx] at h
  simp only [expect_overlap] at h ⊢
  nlinarith [h]
```

If p*x ≠ 0 and E(r)(r − q) < 0, the right side is negative while the norm on the left is positive, so E(q) < E(r).

```lean
/-- For Hermitian `H` and admissible `q`, `E(q) < E(r)` holds if `E(r) (r - q) < 0` and a
ground state at strength `r` overlaps the projector. -/
theorem level_shift_strict [Nonempty n] {H : Matrix n n ℂ} (hH : H.IsHermitian)
    {p : n → ℂ} {q r : ℝ} (hq : q ∈ admissible p) {x : n → ℂ}
    (hx : H *ᵥ x = (lowestLevel H p r : ℂ) • (overlap p r *ᵥ x))
    (hpx : star p ⬝ᵥ x ≠ 0) (hsign : lowestLevel H p r * (r - q) < 0) :
    lowestLevel H p q < lowestLevel H p r := by
  have hx0 : x ≠ 0 := by
    rintro rfl
    simp at hpx
  have hs := (overlap_pos_iff p q).2 hq x hx0
  have hb := level_shift_bound hH hq hx
  have hw : 0 < ‖star p ⬝ᵥ x‖ ^ 2 := pow_pos (norm_pos_iff.mpr hpx) 2
  have h1 := mul_neg_of_neg_of_pos hsign hw
  by_contra hc
  have h2 := mul_nonneg (sub_nonneg.2 (not_lt.mp hc)) hs.le
  linarith
```

When p*x = 0 the level may stay put: for H = diag(−1, 0) and p = (0, 1), E(q) = −1 at every admissible q. The weak inequality needs no overlap, only E(r)(r − q) ≤ 0 and an admissible r, which guarantees a ground state to insert.

```lean
/-- For Hermitian `H` and admissible `q` and `r`, `E(r) (r - q) ≤ 0` implies `E(q) ≤ E(r)`. -/
lemma level_le_of_sign [Nonempty n] {H : Matrix n n ℂ} (hH : H.IsHermitian)
    {p : n → ℂ} {q r : ℝ} (hq : q ∈ admissible p) (hr : r ∈ admissible p)
    (hsign : lowestLevel H p r * (r - q) ≤ 0) : lowestLevel H p q ≤ lowestLevel H p r := by
  obtain ⟨x, hx0, hx⟩ := (lowestLevel_spec hH hr).1.1
  have hs := (overlap_pos_iff p q).2 hq x hx0
  have hb := level_shift_bound hH hq hx
  have h1 := mul_nonpos_of_nonpos_of_nonneg hsign (sq_nonneg ‖star p ⬝ᵥ x‖)
  by_contra hc
  have h2 := mul_pos (sub_pos.2 (not_le.mp hc)) hs
  linarith
```

## The sign of the spectrum: which way the level moves

A negative eigenvalue of H means a state below the chosen energy zero. Moving that zero so that all levels rise by c replaces H by H + cS(q), which varies with q, so keeping H fixed presupposes one choice of zero. If Hy = μy with μ < 0 and y ≠ 0, then

E(q)⟨y, S(q)y⟩ ≤ μ‖y‖² < 0,

so E(q) < 0 for every admissible q. For q ≤ r this gives E(r)(r − q) ≤ 0, hence E(q) ≤ E(r). The theorem states both conclusions, with `MonotoneOn` meaning nondecreasing on the admissible set.

```lean
/-- If the Hermitian `H` has a negative eigenvalue, the lowest PAW level is negative and
nondecreasing in the projector strength over the admissible range. -/
theorem lowestLevel_neg_and_monotone [Nonempty n] {H : Matrix n n ℂ} (hH : H.IsHermitian)
    (hneg : ∃ μ : ℝ, μ < 0 ∧ IsLevel H 1 μ) (p : n → ℂ) :
    (∀ q ∈ admissible p, lowestLevel H p q < 0) ∧
      MonotoneOn (lowestLevel H p) (admissible p) := by
  have hE : ∀ q ∈ admissible p, lowestLevel H p q < 0 := by
    intro q hq
    obtain ⟨μ, hμ, y, hy, h⟩ := hneg
    -- the eigenvector of H with negative eigenvalue serves as trial state
    have h1 : expect (1 : Matrix n n ℂ) y = sqNorm y := by
      unfold expect
      rw [Matrix.one_mulVec, dot_self, Complex.ofReal_re]
    have h2 := (lowestLevel_spec hH hq).2 y
    rw [expect_of_level h, h1] at h2
    have h3 := mul_neg_of_neg_of_pos hμ (sqNorm_pos hy)
    by_contra hc
    have h4 := mul_nonneg (not_lt.mp hc) ((overlap_pos_iff p q).2 hq y hy).le
    linarith
  exact ⟨hE, fun q hq r hr hqr => level_le_of_sign hH hq hr
    (mul_nonpos_of_nonpos_of_nonneg (hE r hr).le (sub_nonneg.2 hqr))⟩
```

Positive definiteness, which in Mathlib includes Hermiticity, places the whole spectrum of H above zero. With x a ground state at q,

E(q)⟨x, S(q)x⟩ = ⟨x, Hx⟩ > 0,

so E(q) > 0. For q ≤ r the roles swap: E(q)(q − r) ≤ 0 gives E(r) ≤ E(q), which is `AntitoneOn`.

```lean
/-- If `H` is positive definite on a nonempty basis, the lowest PAW level is positive and
nonincreasing in the projector strength over the admissible range. -/
theorem lowestLevel_pos_and_antitone [Nonempty n] {H : Matrix n n ℂ} (hH : H.PosDef)
    (p : n → ℂ) :
    (∀ q ∈ admissible p, 0 < lowestLevel H p q) ∧
      AntitoneOn (lowestLevel H p) (admissible p) := by
  have hE : ∀ q ∈ admissible p, 0 < lowestLevel H p q := by
    intro q hq
    obtain ⟨x, hx0, hx⟩ := (lowestLevel_spec hH.isHermitian hq).1.1
    have h1 : 0 < expect H x := (Complex.lt_def.mp (hH.dotProduct_mulVec_pos hx0)).1
    rw [expect_of_level hx] at h1
    exact (mul_pos_iff_of_pos_right ((overlap_pos_iff p q).2 hq x hx0)).mp h1
  exact ⟨hE, fun q hq r hr hqr => level_le_of_sign hH.isHermitian hr hq
    (mul_nonpos_of_nonneg_of_nonpos (hE q hq).le (sub_nonpos.2 hqr))⟩

end

end PAWProjectorStrength
```

```lean
#print axioms PAWProjectorStrength.mem_admissible_iff
#print axioms PAWProjectorStrength.level_shift_strict
#print axioms PAWProjectorStrength.lowestLevel_neg_and_monotone
#print axioms PAWProjectorStrength.lowestLevel_pos_and_antitone
```

```
'PAWProjectorStrength.mem_admissible_iff' depends on axioms: [propext, Classical.choice, Quot.sound]
'PAWProjectorStrength.level_shift_strict' depends on axioms: [propext, Classical.choice, Quot.sound]
'PAWProjectorStrength.lowestLevel_neg_and_monotone' depends on axioms: [propext, Classical.choice, Quot.sound]
'PAWProjectorStrength.lowestLevel_pos_and_antitone' depends on axioms: [propext, Classical.choice, Quot.sound]
```

If H is positive semidefinite with a null vector y ≠ 0, neither hypothesis holds, and the same argument, here only by hand, pins the level. The trial state y gives E(q)⟨y, S(q)y⟩ ≤ 0, and a ground state x gives E(q)⟨x, S(q)x⟩ = ⟨x, Hx⟩ ≥ 0. Hence E(q) = 0 at every admissible strength.
